# Readings of $2^jx$ for $j=0,\dots,m$, each off by less than a sixth of a turn, fix $x$ modulo one to within $1/(6\cdot 2^m)$

Let a phase be $x=0.30$ turns, and let a first reading give $\theta_0=0.40$. A second reading, of the doubled phase $2x=0.60$, gives $\theta_1=0.50$. Halving it also halves its error, but $\theta_1$ is known only modulo one, so the candidates for $x$ are $\dots,-0.25,\,0.25,\,0.75,\dots$. The one nearest to $0.40$ is $0.25$, and its error is $0.05$.

The choice is safe whenever both errors are below $1/6$. The first estimate is then less than $1/6$ from the phase and the correct candidate less than $1/12$, so they are less than $1/4$ apart, which is half the candidate spacing.

In some forms of quantum phase estimation, a unitary $U$ has the eigenvalue $e^{2\pi ix}$ and a separate reading $\theta_j$ of $2^jx$ is obtained from $U^{2^j}$. For $U=e^{-iHt/\hbar}$ with $t>0$ and an eigenstate of energy $E$, $x=-Et/(2\pi\hbar)$ modulo one, so $x$ determines $E$ modulo $2\pi\hbar/t$. The result covers the deterministic processing of the readings; their accuracy is assumed, and shot counts and failure probabilities do not enter.

In Lean 4 with Mathlib:

```lean
import Mathlib

namespace RobustPhaseEstimation

noncomputable section
```

Phases are real numbers measured in turns. A phase $\varphi$ agrees with $\theta$ to tolerance $\delta$ if $|\varphi-\theta-n|<\delta$ for some integer $n$. The inequality is strict.

```lean
/-- The phase `φ`, measured in turns, lies at distance less than `δ` from `θ + ℤ`. -/
def PhaseWithin (φ θ δ : ℝ) : Prop := ∃ n : ℤ, |φ - θ - n| < δ
```

A reading $\theta$ of $2^jx$ leaves the candidates $(\theta+p)/2^j$ with $p\in\mathbb Z$. The next estimate $y$ must be one of them, and none may lie closer to the old estimate $e$.

```lean
/-- The point `y` is a nearest point to `e` in the grid `(θ + ℤ) / 2 ^ j`. -/
def IsNearest (θ : ℝ) (j : ℕ) (e y : ℝ) : Prop :=
  (∃ p : ℤ, y = (θ + p) / 2 ^ j) ∧ ∀ n : ℤ, |y - e| ≤ |(θ + n) / 2 ^ j - e|
```

A run starts at $e_0=\theta_0$ and makes $m$ such selections. Ties may be broken either way, and estimates are not reduced modulo one.

```lean
/-- The estimates `e` start at the first reading, and up to stage `m` each one is a
nearest grid point to its predecessor. -/
def IsRun (θ e : ℕ → ℝ) (m : ℕ) : Prop :=
  e 0 = θ 0 ∧ ∀ j < m, IsNearest (θ (j + 1)) (j + 1) (e j) (e (j + 1))
```

A concrete run takes the integer label $p$ by rounding $2^{j+1}e_j-\theta_{j+1}$.

```lean
/-- The estimates computed from the readings `θ` by rounding to the nearest integer. -/
def estimate (θ : ℕ → ℝ) : ℕ → ℝ
  | 0 => θ 0
  | j + 1 => (θ (j + 1) + round (2 ^ (j + 1) * estimate θ j - θ (j + 1))) / 2 ^ (j + 1)
```

## One refinement selects the correct integer

Let $|2^j(e-x)|<a$ and $|2^{j+1}x-\theta-n|<b$, with $2a+b\le\tfrac12$. The candidate labelled $n$ satisfies

$$|\theta+n-2^{j+1}e|\le|2^{j+1}x-\theta-n|+2\,|2^j(e-x)|<b+2a\le\tfrac12 .$$

The selected candidate $e'=(\theta+p)/2^{j+1}$ is at least as close to $e$, so $|\theta+p-2^{j+1}e|<\tfrac12$ too. Hence $|p-n|<1$, and $p=n$ because both are integers. Therefore

$$|2^{j+1}(e'-x)|=|\theta+n-2^{j+1}x|<b .$$

The old error has dropped out. In the proof, `hclose` is the first estimate, `hle` the comparison of candidates, and `hpn` the equality of labels.

```lean
/-- One refinement step: if the old scaled error is below `a`, the new reading is accurate
to `b`, and `2 * a + b ≤ 1 / 2`, then the new scaled error is below `b`. -/
theorem refine_step {θ e e' x a b : ℝ} {j : ℕ} (hab : 2 * a + b ≤ 1 / 2)
    (he : |2 ^ j * (e - x)| < a) (hθ : PhaseWithin (2 ^ (j + 1) * x) θ b)
    (h : IsNearest θ (j + 1) e e') : |2 ^ (j + 1) * (e' - x)| < b := by
  obtain ⟨⟨p, hp⟩, hmin⟩ := h
  obtain ⟨n, hn⟩ := hθ
  have hP : (0 : ℝ) < 2 ^ (j + 1) := by positivity
  have hpe : 2 ^ (j + 1) * e' = θ + p := by rw [hp]; field_simp
  have hz : 2 ^ (j + 1) * ((θ + n) / 2 ^ (j + 1)) = θ + n := by field_simp
  have scale : ∀ y : ℝ, 2 ^ (j + 1) * |y| = |2 ^ (j + 1) * y| := fun y => by
    rw [abs_mul, abs_of_pos hP]
  -- compare the selected point with the correct one, in units of the grid spacing
  have hle : |θ + p - 2 ^ (j + 1) * e| ≤ |θ + n - 2 ^ (j + 1) * e| := by
    have h0 := mul_le_mul_of_nonneg_left (hmin n) hP.le
    rwa [scale (e' - e), scale ((θ + n) / 2 ^ (j + 1) - e), mul_sub, mul_sub,
      hpe, hz] at h0
  have hclose : |θ + n - 2 ^ (j + 1) * e| < 1 / 2 := by
    have h3 : 2 ^ (j + 1) * e = 2 * (2 ^ j * (e - x)) + 2 ^ (j + 1) * x := by ring
    obtain ⟨h4, h5⟩ := abs_lt.mp he
    obtain ⟨h6, h7⟩ := abs_lt.mp hn
    rw [h3, abs_lt]
    constructor <;> linarith
  -- both integer labels are within half a spacing, so they agree
  have hpn : p = n := by
    obtain ⟨h4, h5⟩ := abs_lt.mp (hle.trans_lt hclose)
    obtain ⟨h6, h7⟩ := abs_lt.mp hclose
    have h8 : (p : ℝ) < n + 1 := by linarith
    have h9 : (n : ℝ) < p + 1 := by linarith
    have h8' : p < n + 1 := by exact_mod_cast h8
    have h9' : n < p + 1 := by exact_mod_cast h9
    omega
  have hfin : 2 ^ (j + 1) * (e' - x) = -(2 ^ (j + 1) * x - θ - n) := by
    rw [mul_sub, hpe, hpn]; ring
  rw [hfin, abs_neg]
  exact hn
```

## One integer shift serves every stage

Let $2^jx$ agree with the reading $\theta_j$ to tolerance $\delta_j$ for every $j\le m$, with $2\delta_j+\delta_{j+1}\le\tfrac12$ for $j<m$. The first reading supplies an integer $n_0$ with $|x-\theta_0-n_0|<\delta_0$. Put $k=-n_0$; then $|e_0-(x+k)|<\delta_0$.

For the induction, replace $x$ by $x+k$ in the refinement step. This only relabels the candidates:

$$2^{j+1}(x+k)-\theta_{j+1}-(n+2^{j+1}k)=2^{j+1}x-\theta_{j+1}-n .$$

So $|2^j(e_j-(x+k))|<\delta_j$ for all $j\le m$, which is `key`; dividing by $2^j$ gives the stated bound.

```lean
/-- With stage tolerances satisfying `2 * δ j + δ (j + 1) ≤ 1 / 2`, a single integer shift
of the true phase is tracked at every stage `j`, with error less than `δ j / 2 ^ j`. -/
theorem run_tracks_phase {x : ℝ} {θ e δ : ℕ → ℝ} {m : ℕ}
    (hδ : ∀ j < m, 2 * δ j + δ (j + 1) ≤ 1 / 2)
    (hθ : ∀ j ≤ m, PhaseWithin (2 ^ j * x) (θ j) (δ j)) (hrun : IsRun θ e m) :
    ∃ k : ℤ, ∀ j ≤ m, |e j - (x + k)| < δ j / 2 ^ j := by
  obtain ⟨n₀, h₀⟩ := hθ 0 (Nat.zero_le m)
  refine ⟨-n₀, ?_⟩
  have key : ∀ j, j ≤ m → |2 ^ j * (e j - (x + ((-n₀ : ℤ) : ℝ)))| < δ j := by
    intro j
    induction j with
    | zero =>
      intro _
      have h1 : 2 ^ 0 * (e 0 - (x + ((-n₀ : ℤ) : ℝ))) = -(2 ^ 0 * x - θ 0 - n₀) := by
        rw [hrun.1]; push_cast; ring
      rw [h1, abs_neg]
      exact h₀
    | succ j ih =>
      intro hj
      obtain ⟨n, hn⟩ := hθ (j + 1) hj
      refine refine_step (hδ j (by omega)) (ih (by omega)) ?_ (hrun.2 j (by omega))
      -- an integer shift of the phase only relabels the grid
      refine ⟨n + 2 ^ (j + 1) * (-n₀), ?_⟩
      have h1 : 2 ^ (j + 1) * (x + ((-n₀ : ℤ) : ℝ)) - θ (j + 1)
          - ((n + 2 ^ (j + 1) * (-n₀) : ℤ) : ℝ) = 2 ^ (j + 1) * x - θ (j + 1) - n := by
        push_cast; ring
      rw [h1]
      exact hn
  intro j hj
  have hP : (0 : ℝ) < 2 ^ j := by positivity
  have h1 := key j hj
  rw [abs_mul, abs_of_pos hP] at h1
  rw [lt_div_iff₀ hP, mul_comm]
  exact h1
```

With $\delta_j=\tfrac16$ throughout, the condition holds with equality: $\tfrac26+\tfrac16=\tfrac12$. At stage $m$ the bound reads $|e_m-x-k|<1/(6\cdot2^m)$. For $m=0$ this is the accuracy of the first reading.

```lean
/-- If every reading up to stage `m` is accurate to less than `1 / 6` of a turn, the final
estimate is within `1 / (6 * 2 ^ m)` of the true phase modulo one. -/
theorem robust_phase_estimation {x : ℝ} {θ e : ℕ → ℝ} {m : ℕ}
    (hθ : ∀ j ≤ m, PhaseWithin (2 ^ j * x) (θ j) (1 / 6)) (hrun : IsRun θ e m) :
    PhaseWithin (e m) x (1 / (6 * 2 ^ m)) := by
  obtain ⟨k, hk⟩ := run_tracks_phase (δ := fun _ => 1 / 6)
    (fun _ _ => by norm_num) hθ hrun
  refine ⟨k, ?_⟩
  have h := hk m le_rfl
  rwa [← sub_sub, div_div] at h
```

## Rounding produces a valid run

For every integer $q$,

$$\left|\frac{\theta+q}{2^j}-e\right|=\frac{|2^je-\theta-q|}{2^j},$$

so the nearest candidate has as its label $q$ an integer nearest to $2^je-\theta$. The lemma `round_le` states this minimality of rounding.

```lean
/-- Rounding `2 ^ j * e - θ` to an integer selects a nearest grid point to `e`. -/
theorem round_isNearest (θ e : ℝ) (j : ℕ) :
    IsNearest θ j e ((θ + round (2 ^ j * e - θ)) / 2 ^ j) := by
  refine ⟨⟨_, rfl⟩, fun n => ?_⟩
  have hP : (0 : ℝ) < 2 ^ j := by positivity
  have form : ∀ q : ℝ, |(θ + q) / 2 ^ j - e| = |2 ^ j * e - θ - q| / 2 ^ j := by
    intro q
    have h1 : (θ + q) / 2 ^ j - e = -((2 ^ j * e - θ - q) / 2 ^ j) := by
      field_simp
      ring
    rw [h1, abs_neg, abs_div, abs_of_pos hP]
  rw [form, form]
  exact (div_le_div_iff_of_pos_right hP).mpr (round_le _ n)
```

The rounded estimates therefore form a run and inherit the error bound.

```lean
/-- The estimate computed by rounding is within `1 / (6 * 2 ^ m)` of the true phase modulo
one whenever all readings up to stage `m` are accurate to less than `1 / 6` of a turn. -/
theorem estimate_accuracy {x : ℝ} {θ : ℕ → ℝ} {m : ℕ}
    (hθ : ∀ j ≤ m, PhaseWithin (2 ^ j * x) (θ j) (1 / 6)) :
    PhaseWithin (estimate θ m) x (1 / (6 * 2 ^ m)) :=
  robust_phase_estimation hθ ⟨rfl, fun j _ => round_isNearest (θ (j + 1)) _ (j + 1)⟩
```

## An error of exactly one sixth permits a wrong branch

Suppose the strict bound on the readings is relaxed to allow equality. Take $x=0$, with $\theta_0=\tfrac16$ and every later reading $-\tfrac16$.

```lean
/-- Readings `1 / 6` at stage zero and `-1 / 6` at all later stages. -/
def tieReading : ℕ → ℝ
  | 0 => 1 / 6
  | _ + 1 => -1 / 6
```

The candidates at stage one include $-\tfrac1{12}$ and $\tfrac5{12}$, both at distance $\tfrac14$ from $e_0=\tfrac16$. Let the tie go to $\tfrac5{12}$.

```lean
/-- Estimates `1 / 6` at stage zero and `5 / 12` at all later stages. -/
def tieRun : ℕ → ℝ
  | 0 => 1 / 6
  | _ + 1 => 5 / 12
```

This estimate is at least $\tfrac5{12}$ from every integer, whereas the bound for $m=1$ would be $\tfrac1{12}$. Both distance checks use that an integer is either at most $0$ or at least $1$. The run is checked for one refinement, the reading errors for all $j$.

```lean
/-- For true phase zero and reading errors of exactly `1 / 6`, a permitted run of one
refinement ends at distance at least `5 / 12` from every integer. -/
theorem one_sixth_sharp :
    (∀ j : ℕ, |2 ^ j * (0 : ℝ) - tieReading j| = 1 / 6) ∧ IsRun tieReading tieRun 1 ∧
      ∀ n : ℤ, 5 / 12 ≤ |tieRun 1 - 0 - n| := by
  have split : ∀ n : ℤ, (n : ℝ) ≤ 0 ∨ (1 : ℝ) ≤ n := by
    intro n
    rcases le_or_gt n 0 with h | h
    · left; exact_mod_cast h
    · right
      have h' : 1 ≤ n := by omega
      exact_mod_cast h'
  refine ⟨?_, ⟨rfl, ?_⟩, ?_⟩
  · intro j
    cases j <;> norm_num [tieReading, abs_of_pos, abs_of_neg]
  · intro j hj
    obtain rfl : j = 0 := by omega
    refine ⟨⟨1, by norm_num [tieReading, tieRun]⟩, fun n => ?_⟩
    -- the grid points -1/12 and 5/12 are equally far from 1/6
    change |(5 / 12 : ℝ) - 1 / 6| ≤ |(-1 / 6 + (n : ℝ)) / 2 ^ (0 + 1) - 1 / 6|
    rw [abs_of_pos (by norm_num : (0 : ℝ) < 5 / 12 - 1 / 6), zero_add, pow_one, le_abs]
    rcases split n with h | h
    · right; linarith
    · left; linarith
  · intro n
    change (5 / 12 : ℝ) ≤ |5 / 12 - 0 - (n : ℝ)|
    rw [le_abs]
    rcases split n with h | h
    · left; linarith
    · right; linarith

end

end RobustPhaseEstimation
```

```lean
#print axioms RobustPhaseEstimation.estimate_accuracy
#print axioms RobustPhaseEstimation.one_sixth_sharp
```

```
'RobustPhaseEstimation.estimate_accuracy' depends on axioms: [propext, Classical.choice, Quot.sound]
'RobustPhaseEstimation.one_sixth_sharp' depends on axioms: [propext, Classical.choice, Quot.sound]
```
